# The Hamiltonian P²/2 + V is symmetric when its momentum components and potential are

The theorem `hamiltonian_symmetric` concerns a particle of unit mass with Hamiltonian H = ½ ∑ₖ Pₖ² + V, where k runs over a finite index set. The Pₖ and V are linear operators defined on the whole of a complex inner product space, and no commutation relations are assumed. If each Pₖ and V is symmetric, then so is H: ⟨Hu, v⟩ = ⟨u, Hv⟩ for all vectors u and v, normalised or not. The proof moves each Pₖ across the inner product twice and V once, notes that the factor ½ equals its own complex conjugate, and expands both sides by linearity.

This version doesn't compile in Lean 4 with Mathlib:

```lean
import Mathlib

open Complex

namespace HamiltonianSymmetric

noncomputable section

variable {ι A : Type*} [Ring A] [Algebra ℂ A]

/-- The Hamiltonian `P²/2 + V` of a particle of unit mass. -/
def hamiltonian [Fintype ι] (P : ι → A) (V : A) : A :=
  (1 / 2 : ℂ) • (∑ k, P k * P k) + V

variable {E : Type*} [NormedAddCommGroup E] [InnerProductSpace ℂ E]

/-- The Hamiltonian is symmetric if the kinetic momenta and the potential are. -/
theorem hamiltonian_symmetric [Fintype ι] {P : ι → Module.End ℂ E} {V : Module.End ℂ E}
    (hP : ∀ j, (P j).IsSymmetric) (hV : V.IsSymmetric) : (hamiltonian P V).IsSymmetric := by
  intro u v
  have h1 : ∀ k, inner ℂ (P k (P k u)) v = inner ℂ u (P k (P k v)) :=
    fun k => (hP k _ _).trans (hP k _ _)
  have h2 : inner ℂ (V u) v = inner ℂ u (V v) := hV u v
  have hc : (starRingEnd ℂ) (1 / 2 : ℂ) = 1 / 2 := by simp
  simp only [hamiltonian, LinearMap.add_apply, LinearMap.smul_apply, LinearMap.sum_apply,
    Module.End.mul_apply, inner_add_left, inner_add_right, inner_smul_left, inner_smul_right,
    sum_inner, inner_sum, h1, h2, hc]

end

end HamiltonianSymmetric
```

Messages:

```
Main.lean:24:51: error: unsolved goals
ι : Type u_1
E : Type u_3
inst✝² : NormedAddCommGroup E
inst✝¹ : InnerProductSpace ℂ E
inst✝ : Fintype ι
P : ι → Module.End ℂ E
V : Module.End ℂ E
hP : ∀ (j : ι), LinearMap.IsSymmetric (P j)
hV : LinearMap.IsSymmetric V
u v : E
h1 : ∀ (k : ι), inner ℂ ((P k) ((P k) u)) v = inner ℂ u ((P k) ((P k) v))
h2 : inner ℂ (V u) v = inner ℂ u (V v)
⊢ (starRingEnd ℂ) 2 = 2
```

Fix (accepted with no message):

```diff
@@ -22,5 +22,7 @@
     fun k => (hP k _ _).trans (hP k _ _)
   have h2 : inner ℂ (V u) v = inner ℂ u (V v) := hV u v
-  have hc : (starRingEnd ℂ) (1 / 2 : ℂ) = 1 / 2 := by simp
+  have hc : (starRingEnd ℂ) (1 / 2 : ℂ) = 1 / 2 := by
+    simpa only [Complex.ofReal_div, Complex.ofReal_one, Complex.ofReal_ofNat] using
+      Complex.conj_ofReal (1 / 2)
   simp only [hamiltonian, LinearMap.add_apply, LinearMap.smul_apply, LinearMap.sum_apply,
     Module.End.mul_apply, inner_add_left, inner_add_right, inner_smul_left, inner_smul_right,
```

Cause. The one error lies in the auxiliary fact `hc`, that the complex number 1/2 is its own conjugate. The call to `simp` reduced this to the same claim about the denominator, `(starRingEnd ℂ) 2 = 2`, and stopped there. The remaining goal is true, but `simp` did not close it, so Lean reports it as unsolved.

The repair starts from the real number 1/2 instead. `Complex.conj_ofReal (1 / 2)` says that a real number, regarded as a complex one, is unchanged by conjugation. Its 1/2 is a real quotient cast into ℂ, whereas `hc` speaks of a quotient formed in ℂ. The three lemmas given to `simpa only` bridge that difference: `Complex.ofReal_div` carries the cast through the division, and `Complex.ofReal_one` and `Complex.ofReal_ofNat` turn the cast 1 and 2 into the complex numerals. The result is exactly `hc`. The final `simp only`, which uses `hc`, is unchanged.
